# Rotating a Correlated Geminal into a Disjoint One Preserves Their Product up to a Factor Only if $\sin 2t = 0$

An orbital optimiser for a single Slater determinant can leave rotations among the occupied orbitals out of its list of variables, because they do not change the state. For a product of two seniority-zero geminals that share no orbital, the analogous rotation of one geminal into the other does change the state as soon as either geminal is spread over two or more orbitals, unless the angle is a multiple of $90^\circ$.

## The rotated product by hand

Let $x_i$ create an electron pair in orbital $i$. Pair creators commute, and $x_i^2=0$ because an orbital holds at most one pair. Products $x_ix_j$ with $i<j$ create different configurations, so they are linearly independent. Take four orbitals, numbered from 0, and real $a$, $b$, not both zero:

$$G = x_0 + a x_1,\qquad F = x_2 + b x_3 .$$

Their squares do not vanish in general: $G^2 = 2a\,x_0x_1$ and $F^2 = 2b\,x_2x_3$. Since $FG=GF$, the product of the rotated geminals is

$$
\begin{aligned}
&(\cos t\,G+\sin t\,F)(\cos t\,F-\sin t\,G)\\
&\quad= (\cos^2 t-\sin^2 t)\,GF+\sin t\cos t\,(F^2-G^2)\\
&\quad= \cos 2t\;GF+\sin 2t\,(b\,x_2x_3-a\,x_0x_1).
\end{aligned}
$$

The product $GF = x_0x_2+b\,x_0x_3+a\,x_1x_2+ab\,x_1x_3$ contains neither $x_0x_1$ nor $x_2x_3$. If the rotated product is a multiple of $GF$, independence therefore gives $a\sin 2t=0$ and $b\sin 2t=0$, hence $\sin 2t=0$. Conversely, if $\sin 2t=0$, the rotated product is $\pm GF$.

If $a=b=0$, the rotated product is $\cos 2t\;GF$ for every $t$, so the "only if" direction fails. At $t=\pi/4$ the product is even zero.

The same argument works for $G=\sum_i g_ix_i$ and $F=\sum_i f_ix_i$ without a common orbital, and for any linear mixing with coefficients $p,q,r,s$:

$$(pG+qF)(rG+sF)=pr\,G^2+(ps+qr)\,GF+qs\,F^2 .$$

For $i\neq j$ both occupied in $G$, the coefficient of $x_ix_j$ is $2pr\,g_ig_j$ on the left and zero in $GF$. So $pr=0$ if $G$ has two occupied orbitals, and likewise $qs=0$ if $F$ has. A geminal with at most one occupied orbital has square zero and imposes no condition. When the conditions hold, the factor is $ps+qr$. The rotation has $pr=-\tfrac12\sin 2t$ and $qs=\tfrac12\sin 2t$.

## Pair creators and geminals as Lean objects

```lean
import Mathlib

open Finset

namespace GeminalMixing

noncomputable section
```

The creators are elements `x i` of an associative algebra `A` over a field `K`. The algebra need not be commutative, so they may be operators. The three fields of the structure are the three properties used above; the order on the orbital index `ι` only serves to list each pair of orbitals once.

```lean
/-- Pair creators: they commute, no orbital holds two pairs, and the two-pair products
`x i * x j` with `i < j` are linearly independent. -/
structure IsPairCreators (K : Type*) {ι A : Type*} [Field K] [LinearOrder ι] [Ring A]
    [Algebra K A] (x : ι → A) : Prop where
  comm : ∀ i j, x i * x j = x j * x i
  sq : ∀ i, x i * x i = 0
  indep : LinearIndependent K
    (fun p : {p : ι × ι // p.1 < p.2} => x p.1.1 * x p.1.2)
```

A geminal is given by its amplitudes, with no normalisation imposed.

```lean
/-- The geminal with amplitudes `g`: a pair spread over the orbitals, `∑ g i x i`. -/
def geminal {K ι A : Type*} [Field K] [Fintype ι] [Ring A] [Algebra K A]
    (x : ι → A) (g : ι → K) : A := ∑ i, g i • x i
```

"Correlated" here means only that at least two amplitudes are nonzero.

```lean
/-- A geminal is correlated if it has nonzero amplitude on at least two orbitals. -/
def IsCorrelated {K ι : Type*} [Field K] (g : ι → K) : Prop :=
  ∃ i j, i ≠ j ∧ g i ≠ 0 ∧ g j ≠ 0
```

## Comparing coefficients of two-pair configurations

The first theorem expands a product of two geminals over a finite set of orbitals. In its proof, `key` removes the doubly occupied terms and sorts the rest into $i<j$ and $j<i$; `swap` renames the indices in the second group, and the two groups are then added. The last steps turn the double sum into a sum over ordered pairs.

```lean
section General

variable {K ι A : Type*} [Field K] [LinearOrder ι] [Fintype ι] [Ring A] [Algebra K A]
  {x : ι → A}

/-- The product of two geminals of pair creators, expanded in two-pair configurations:
the coefficient of `x i * x j` is `g i * h j + g j * h i`. -/
theorem geminal_mul (hx : IsPairCreators K x) (g h : ι → K) :
    geminal x g * geminal x h = ∑ p : {p : ι × ι // p.1 < p.2},
      (g p.1.1 * h p.1.2 + g p.1.2 * h p.1.1) • (x p.1.1 * x p.1.2) := by
  -- double occupation drops out, the rest splits into i < j and j < i
  have key : ∀ i j, (g i * h j) • (x i * x j) =
      (if i < j then (g i * h j) • (x i * x j) else 0) +
      (if j < i then (g i * h j) • (x j * x i) else 0) := by
    intro i j
    rcases lt_trichotomy i j with hl | rfl | hl
    · rw [if_pos hl, if_neg (lt_asymm hl), add_zero]
    · simp [hx.sq]
    · rw [if_neg (lt_asymm hl), if_pos hl, zero_add, hx.comm i j]
  have swap : (∑ i, ∑ j, if j < i then (g i * h j) • (x j * x i) else 0) =
      ∑ i, ∑ j, if i < j then (g j * h i) • (x i * x j) else 0 := Finset.sum_comm
  calc geminal x g * geminal x h = ∑ i, ∑ j, (g i * h j) • (x i * x j) := by
        simp only [geminal, Finset.sum_mul_sum, smul_mul_smul_comm]
    _ = ∑ i, ∑ j, ((if i < j then (g i * h j) • (x i * x j) else 0) +
          (if j < i then (g i * h j) • (x j * x i) else 0)) :=
        Finset.sum_congr rfl fun i _ => Finset.sum_congr rfl fun j _ => key i j
    _ = ∑ i, ∑ j, if i < j then (g i * h j + g j * h i) • (x i * x j) else 0 := by
        simp only [Finset.sum_add_distrib]
        rw [swap, ← Finset.sum_add_distrib]
        refine Finset.sum_congr rfl fun i _ => ?_
        rw [← Finset.sum_add_distrib]
        refine Finset.sum_congr rfl fun j _ => ?_
        split_ifs
        · rw [add_smul]
        · simp
    _ = ∑ p : ι × ι, if p.1 < p.2 then
          (g p.1 * h p.2 + g p.2 * h p.1) • (x p.1 * x p.2) else 0 := by
        rw [Fintype.sum_prod_type]
    _ = _ := by
        rw [← Finset.sum_filter]
        exact Finset.sum_subtype _ (by simp) _
```

The next theorem replaces an equation in the algebra by equations between numbers. It rests on `Fintype.linearIndependent_iff`, which says that a finite family is linearly independent exactly when every vanishing linear combination of it has all coefficients zero. Its forward direction, `.mp`, takes three things: the independence `hx.indep`, a coefficient function, and a proof that the corresponding sum vanishes. Here the coefficient function is the difference of the two sides' coefficients. The result `z` is itself a function: applied to an index, it returns the equation for that configuration. An index is a pair of orbitals together with a proof that they are in order, which is why the code writes `z ⟨(i, j), hij⟩`. The case $j<i$ follows by symmetry.

```lean
/-- For geminals of pair creators, one product of two is `c` times another exactly when this holds
for the coefficient of every configuration with two different orbitals occupied. -/
theorem geminal_mul_eq_smul_iff (hx : IsPairCreators K x) (g h g' h' : ι → K) (c : K) :
    geminal x g * geminal x h = c • (geminal x g' * geminal x h') ↔
      ∀ i j, i ≠ j → g i * h j + g j * h i = c * (g' i * h' j + g' j * h' i) := by
  rw [geminal_mul hx, geminal_mul hx, Finset.smul_sum]
  constructor
  · intro e
    have z := Fintype.linearIndependent_iff.mp hx.indep
      (fun p => (g p.1.1 * h p.1.2 + g p.1.2 * h p.1.1) -
        c * (g' p.1.1 * h' p.1.2 + g' p.1.2 * h' p.1.1)) (by
        simp only [sub_smul, Finset.sum_sub_distrib, mul_smul]
        exact sub_eq_zero.mpr e)
    have z' : ∀ i j, i < j → (g i * h j + g j * h i) -
        c * (g' i * h' j + g' j * h' i) = 0 := fun i j hij => z ⟨(i, j), hij⟩
    intro i j hij
    rcases lt_or_gt_of_ne hij with hl | hl
    · linear_combination z' i j hl
    · linear_combination z' j i hl
  · intro H
    refine Finset.sum_congr rfl fun p _ => ?_
    rw [H p.1.1 p.1.2 (ne_of_lt p.2), mul_smul]
```

The general mixing theorem holds over any field of characteristic zero, which includes the complex numbers. The hypothesis `hgf` says that no orbital is occupied in both geminals. The auxiliary `mix` writes a mixture of geminals as a single geminal, so that the coefficient criterion applies. For the forward direction, two occupied orbitals of $G$ force $f_i=f_j=0$, and the equation reduces to $2pr\,g_ig_j=0$. For the converse, `vanish` shows that the unwanted terms are zero, and the factor supplied is `p * s + q * r`.

```lean
/-- Over a field of characteristic zero, let `G` and `F` be geminals of pair creators that share no
orbital. Mixing them linearly keeps their product up to a scalar exactly when `p * r = 0` if `G` is
correlated and `q * s = 0` if `F` is correlated. -/
theorem mixing_iff [CharZero K] (hx : IsPairCreators K x) (g f : ι → K)
    (hgf : ∀ i, g i = 0 ∨ f i = 0) (p q r s : K) :
    (∃ c : K, (p • geminal x g + q • geminal x f) * (r • geminal x g + s • geminal x f) =
      c • (geminal x g * geminal x f)) ↔
      (IsCorrelated g → p * r = 0) ∧ (IsCorrelated f → q * s = 0) := by
  have mix : ∀ a b : K, a • geminal x g + b • geminal x f =
      geminal x (fun i => a * g i + b * f i) := by
    intro a b
    simp only [geminal, Finset.smul_sum, smul_smul, add_smul, Finset.sum_add_distrib]
  simp only [mix, geminal_mul_eq_smul_iff hx]
  constructor
  · rintro ⟨c, hc⟩
    refine ⟨?_, ?_⟩
    · -- a configuration with both pairs inside G is absent from the product G F
      rintro ⟨i, j, hij, hi, hj⟩
      have h := hc i j hij
      simp only [(hgf i).resolve_left hi, (hgf j).resolve_left hj] at h
      have h2 : p * r * (2 * (g i * g j)) = 0 := by linear_combination h
      exact (mul_eq_zero.mp h2).resolve_right
        (mul_ne_zero two_ne_zero (mul_ne_zero hi hj))
    · rintro ⟨i, j, hij, hi, hj⟩
      have h := hc i j hij
      simp only [(hgf i).resolve_right hi, (hgf j).resolve_right hj] at h
      have h2 : q * s * (2 * (f i * f j)) = 0 := by linear_combination h
      exact (mul_eq_zero.mp h2).resolve_right
        (mul_ne_zero two_ne_zero (mul_ne_zero hi hj))
  · rintro ⟨hG, hF⟩
    have vanish : ∀ (u : ι → K) (a : K), (IsCorrelated u → a = 0) →
        ∀ i j, i ≠ j → a * (u i * u j) = 0 := by
      intro u a hu i j hij
      by_cases hi : u i = 0
      · simp [hi]
      · by_cases hj : u j = 0
        · simp [hj]
        · rw [hu ⟨i, j, hij, hi, hj⟩, zero_mul]
    refine ⟨p * s + q * r, fun i j hij => ?_⟩
    linear_combination 2 * vanish g _ hG i j hij + 2 * vanish f _ hF i j hij

end General
```

A neighbouring case comes from the same expansion. If $F$ occupies a single orbital, then $F^2=0$ and $(G+qF)F=GF$ for every $q$. Adding the uncorrelated pair to the correlated geminal is thus a true redundancy, although rotating the two into each other is not.

## The condition on the angle

For a rotation, $p=\cos t$, $q=\sin t$, $r=-\sin t$ and $s=\cos t$. The proof puts the second factor into this form and uses $\sin 2t=2\sin t\cos t$. One correlated geminal is enough to force the condition. The amplitudes and the angle are real, and the theorem treats two geminals without a common orbital.

```lean
/-- Let two real geminals of pair creators share no orbital and let at least one be correlated.
Rotating them into each other by `t` keeps their product up to a scalar exactly when `sin (2t) = 0`.
-/
theorem rotation_iff {ι A : Type*} [LinearOrder ι] [Fintype ι] [Ring A] [Algebra ℝ A]
    {x : ι → A} (hx : IsPairCreators ℝ x) (g f : ι → ℝ)
    (hgf : ∀ i, g i = 0 ∨ f i = 0) (hc : IsCorrelated g ∨ IsCorrelated f) (t : ℝ) :
    (∃ c : ℝ, (Real.cos t • geminal x g + Real.sin t • geminal x f) *
      (Real.cos t • geminal x f - Real.sin t • geminal x g) =
      c • (geminal x g * geminal x f)) ↔ Real.sin (2 * t) = 0 := by
  have e : Real.cos t • geminal x f - Real.sin t • geminal x g =
      (-Real.sin t) • geminal x g + Real.cos t • geminal x f := by module
  rw [e, mixing_iff hx g f hgf, Real.sin_two_mul]
  constructor
  · rintro ⟨h1, h2⟩
    rcases hc with h | h
    · linear_combination (-2) * h1 h
    · linear_combination 2 * h2 h
  · intro h
    exact ⟨fun _ => by linear_combination (-1 / 2) * h,
      fun _ => by linear_combination (1 / 2) * h⟩
```

The four-orbital statement follows with amplitude vectors $(1,a,0,0)$ and $(0,0,1,b)$. These have norms $\sqrt{1+a^2}$ and $\sqrt{1+b^2}$. Dividing by the norms gives normalised geminals, to which `rotation_iff` applies directly with the same condition on $t$.

```lean
/-- Four orbitals with pair creators `x i`, and real `a`, `b` that are not both zero. For
`G = x 0 + a x 1` and `F = x 2 + b x 3`, the rotated product is a scalar multiple of `G F` exactly
when `sin (2t) = 0`. -/
theorem four_orbital_rotation_iff {A : Type*} [Ring A] [Algebra ℝ A] {x : Fin 4 → A}
    (hx : IsPairCreators ℝ x) (a b : ℝ) (hab : a ≠ 0 ∨ b ≠ 0) (t : ℝ) :
    (∃ c : ℝ, (Real.cos t • (x 0 + a • x 1) + Real.sin t • (x 2 + b • x 3)) *
      (Real.cos t • (x 2 + b • x 3) - Real.sin t • (x 0 + a • x 1)) =
      c • ((x 0 + a • x 1) * (x 2 + b • x 3))) ↔ Real.sin (2 * t) = 0 := by
  have hG : x 0 + a • x 1 = geminal x ![1, a, 0, 0] := by
    simp [geminal, Fin.sum_univ_four]
  have hF : x 2 + b • x 3 = geminal x ![0, 0, 1, b] := by
    simp [geminal, Fin.sum_univ_four]
  rw [hG, hF]
  refine rotation_iff hx _ _ (fun i => by fin_cases i <;> simp) ?_ t
  rcases hab with h | h
  · exact Or.inl ⟨0, 1, by decide, by simp, by simpa using h⟩
  · exact Or.inr ⟨2, 3, by decide, by simp, by simpa using h⟩
```

## Why occupied orbitals behave differently

For fermionic orbitals $u$ and $v$, the product is antisymmetric: $u^2=v^2=0$ and $vu=-uv$. The squares drop out, and the cross terms add up to $(\cos^2t+\sin^2t)\,uv=uv$. For geminals the cross terms give $\cos 2t$ instead, and the squares survive when the geminals are correlated. In Lean, `ExteriorAlgebra.ι ℝ u` is the vector `u` regarded as an element of the exterior algebra, where this antisymmetry holds.

```lean
/-- Two fermionic orbitals `u`, `v` in the exterior algebra: rotating them into each other by
any angle leaves their antisymmetric product unchanged. -/
theorem orbital_rotation {V : Type*} [AddCommGroup V] [Module ℝ V] (u v : V) (t : ℝ) :
    (Real.cos t • ExteriorAlgebra.ι ℝ u + Real.sin t • ExteriorAlgebra.ι ℝ v) *
      (Real.cos t • ExteriorAlgebra.ι ℝ v - Real.sin t • ExteriorAlgebra.ι ℝ u) =
      ExteriorAlgebra.ι ℝ u * ExteriorAlgebra.ι ℝ v := by
  have h : ExteriorAlgebra.ι ℝ v * ExteriorAlgebra.ι ℝ u =
      -(ExteriorAlgebra.ι ℝ u * ExteriorAlgebra.ι ℝ v) :=
    eq_neg_of_add_eq_zero_right (ExteriorAlgebra.ι_add_mul_swap u v)
  have k : Real.cos t * Real.cos t + Real.sin t * Real.sin t = 1 := by
    linear_combination Real.cos_sq_add_sin_sq t
  simp only [add_mul, mul_sub, smul_mul_smul_comm, ExteriorAlgebra.ι_sq_zero, h]
  calc _ = (Real.cos t * Real.cos t + Real.sin t * Real.sin t) •
        (ExteriorAlgebra.ι ℝ u * ExteriorAlgebra.ι ℝ v) := by module
    _ = _ := by rw [k, one_smul]
```

## Pair creation on the seniority-zero Fock space

The assumptions on the creators are met by the usual operators. A state assigns a real amplitude to each set `S` of doubly occupied orbitals. After a pair has been created in orbital `i`, the amplitude of `S` is the old amplitude of `S` without `i`, or zero if `i` is not in `S`.

```lean
/-- Creation of a pair in orbital `i` on the seniority-zero Fock space, whose states are
functions of the set of occupied pair orbitals. -/
def pairCreation {ι : Type*} [LinearOrder ι] (i : ι) : Module.End ℝ (Finset ι → ℝ) where
  toFun ψ := fun S => if i ∈ S then ψ (S.erase i) else 0
  map_add' ψ φ := by
    ext S
    by_cases h : i ∈ S <;> simp [h]
  map_smul' c ψ := by
    ext S
    by_cases h : i ∈ S <;> simp [h]
```

Commutation and vanishing squares follow by checking whether the orbitals belong to `S`. For independence, a vanishing combination of the products is applied to the vacuum, `Pi.single ∅ 1`, and evaluated at the configuration `{i, j}`. Only the product belonging to that configuration contributes, so its coefficient is zero. Because this test uses the vacuum alone, the coefficient comparison can also be carried out for the two-pair states themselves.

```lean
/-- The pair creation operators on the seniority-zero Fock space of finitely many orbitals
are pair creators. -/
theorem isPairCreators_witness {ι : Type*} [LinearOrder ι] [Fintype ι] :
    IsPairCreators ℝ (pairCreation : ι → Module.End ℝ (Finset ι → ℝ)) := by
  have app : ∀ (i j : ι) (ψ : Finset ι → ℝ) (S : Finset ι),
      (pairCreation i * pairCreation j) ψ S =
        if i ∈ S then (if j ∈ S.erase i then ψ ((S.erase i).erase j) else 0) else 0 :=
    fun _ _ _ _ => rfl
  refine ⟨fun i j => ?_, fun i => ?_, ?_⟩
  · refine LinearMap.ext fun ψ => funext fun S => ?_
    by_cases hij : i = j
    · rw [hij]
    · rw [app, app, Finset.erase_right_comm]
      by_cases hi : i ∈ S <;> by_cases hj : j ∈ S <;> simp [hi, hj, hij, Ne.symm hij]
  · refine LinearMap.ext fun ψ => funext fun S => ?_
    rw [app]
    simp
  · -- acting on the vacuum, each product creates its own configuration {i, j}
    refine Fintype.linearIndependent_iff.mpr ?_
    rintro c hc ⟨⟨i, j⟩, hij⟩
    have hij' : i < j := hij
    have e := congrFun (LinearMap.congr_fun hc (Pi.single ∅ 1)) {i, j}
    rw [LinearMap.sum_apply, Finset.sum_apply,
      Finset.sum_eq_single (⟨(i, j), hij⟩ : {p : ι × ι // p.1 < p.2})] at e
    · have h : (({i, j} : Finset ι).erase i).erase j = ∅ := by
        refine Finset.eq_empty_of_forall_notMem fun k hk => ?_
        simp only [Finset.mem_erase, Finset.mem_insert, Finset.mem_singleton] at hk
        tauto
      have e' : c ⟨(i, j), hij⟩ *
          ((pairCreation i * pairCreation j) (Pi.single ∅ 1) {i, j}) = 0 := e
      rw [app, if_pos (by simp), if_pos (by simp [hij'.ne']), h, Pi.single_eq_same,
        mul_one] at e'
      exact e'
    · rintro ⟨⟨k, l⟩, hkl⟩ _ hne
      have hkl' : k < l := hkl
      change c ⟨(k, l), hkl⟩ *
        ((pairCreation k * pairCreation l) (Pi.single ∅ 1) {i, j}) = 0
      rw [app]
      refine mul_eq_zero_of_right _ ?_
      split_ifs with hk hl
      · exfalso
        simp only [Finset.mem_erase, Finset.mem_insert, Finset.mem_singleton] at hk hl
        obtain ⟨hlk, hl⟩ := hl
        rcases hk with rfl | rfl
        · rcases hl with rfl | rfl
          exacts [hlk rfl, hne rfl]
        · rcases hl with rfl | rfl
          exacts [lt_asymm hij' hkl', hlk rfl]
      · rfl
      · rfl
    · exact fun h => absurd (Finset.mem_univ _) h

end

end GeminalMixing
```

```lean
#print axioms GeminalMixing.rotation_iff
#print axioms GeminalMixing.four_orbital_rotation_iff
#print axioms GeminalMixing.orbital_rotation
```

```
'GeminalMixing.rotation_iff' depends on axioms: [propext, Classical.choice, Quot.sound]
'GeminalMixing.four_orbital_rotation_iff' depends on axioms: [propext, Classical.choice, Quot.sound]
'GeminalMixing.orbital_rotation' depends on axioms: [propext, Classical.choice, Quot.sound]
```
